# Bounding the real part of a state–residual pairing by the S-norm and the S⁻¹-norm

For a positive definite complex matrix S of finite size, the lemma `pairing_le` says that the real part of ⟨x, r⟩ is at most √⟨x, S x⟩ · √⟨r, S⁻¹ r⟩. In physical terms, x is a state measured in the metric S and r a residual measured in the inverse metric. Both are arbitrary vectors: neither need be normalised, and no equation linking r to x is assumed. The proof applies the Cauchy–Schwarz inequality in the metric S to x and S⁻¹r, then uses S(S⁻¹r) = r and the fact that the S-norm of a vector y equals the S⁻¹-norm of S y.

An attempt in Lean 4 with a fault in it:

```lean
import Mathlib

open Matrix
open scoped ComplexOrder

namespace PairingLe

noncomputable section

variable {n : Type*} [Fintype n] [DecidableEq n]

/-- The real part of the matrix element `⟨x, M y⟩`. -/
def overlap (M : Matrix n n ℂ) (x y : n → ℂ) : ℝ := (star x ⬝ᵥ M *ᵥ y).re

/-- The length `sqrt ⟨x, M x⟩` of a vector in a positive semidefinite metric `M`;
for `M = 1` it is the Euclidean norm. -/
def metricNorm (M : Matrix n n ℂ) (x : n → ℂ) : ℝ := √(overlap M x x)

omit [DecidableEq n] in
/-- Matrix elements of a Hermitian matrix satisfy `⟨x, M y⟩ = conj ⟨y, M x⟩`. -/
theorem matrixElement_conj {M : Matrix n n ℂ} (hM : M.IsHermitian) (x y : n → ℂ) :
    star x ⬝ᵥ M *ᵥ y = star (star y ⬝ᵥ M *ᵥ x) := by
  rw [← Matrix.star_dotProduct, Matrix.star_mulVec, hM.eq, Matrix.dotProduct_mulVec]

omit [DecidableEq n] in
/-- In a positive semidefinite metric the squared length is `⟨x, M x⟩`. -/
theorem metricNorm_sq {M : Matrix n n ℂ} (hM : M.PosSemidef) (x : n → ℂ) :
    metricNorm M x ^ 2 = overlap M x x :=
  Real.sq_sqrt (Complex.le_def.mp (hM.dotProduct_mulVec_nonneg x)).1

omit [DecidableEq n] in
/-- Cauchy-Schwarz inequality for the real part, in a positive semidefinite metric `M`: the real
part of `⟨x, M y⟩` is at most the product of the lengths of `x` and `y`. -/
theorem overlap_le {M : Matrix n n ℂ} (hM : M.PosSemidef) (x y : n → ℂ) :
    overlap M x y ≤ metricNorm M x * metricNorm M y := by
  have hc : overlap M x y = overlap M y x :=
    (congrArg Complex.re (matrixElement_conj hM.isHermitian x y)).trans (Complex.conj_re _)
  have hpos : ∀ z, 0 ≤ overlap M z z := fun z => by
    rw [← metricNorm_sq hM]; positivity
  -- the squared length of `x + t y` is a nonnegative quadratic polynomial in `t`
  have key : ∀ t : ℝ, overlap M (x + (t : ℂ) • y) (x + (t : ℂ) • y)
      = overlap M y y * (t * t) + (2 * overlap M x y) * t + overlap M x x := by
    intro t
    simp only [overlap] at hc ⊢
    simp only [star_add, star_smul, Matrix.mulVec_add, Matrix.mulVec_smul, dotProduct_add,
      add_dotProduct, smul_dotProduct, dotProduct_smul, smul_eq_mul, Complex.star_def,
      Complex.conj_ofReal, Complex.add_re, Complex.re_ofReal_mul]
    linear_combination (-t) * hc
  have hd := discrim_le_zero (fun t => by rw [← key t]; exact hpos _)
  unfold discrim at hd
  rw [metricNorm, metricNorm, ← Real.sqrt_mul (hpos x)]
  exact (le_abs_self _).trans (Real.abs_le_sqrt (by nlinarith))

/-- For positive definite `S`, the vector `S y` measured with `S⁻¹` is as long as `y`
measured with `S`. -/
theorem metricNorm_inv_mulVec {S : Matrix n n ℂ} (hS : S.PosDef) (y : n → ℂ) :
    metricNorm S⁻¹ (S *ᵥ y) = metricNorm S y := by
  have hdet : IsUnit S.det := (Matrix.isUnit_iff_isUnit_det S).mp hS.isUnit
  unfold metricNorm overlap
  rw [Matrix.mulVec_mulVec, Matrix.nonsing_inv_mul _ hdet, Matrix.one_mulVec,
    Matrix.star_mulVec, hS.isHermitian.eq, ← Matrix.dotProduct_mulVec]

/-- For positive definite `S`, the real part of `⟨x, r⟩` is at most the `S`-norm of the state
`x` times the `S⁻¹`-norm of the residual `r`. -/
theorem pairing_le {S : Matrix n n ℂ} (hS : S.PosDef) (x r : n → ℂ) :
    (star x ⬝ᵥ r).re ≤ metricNorm S x * metricNorm S⁻¹ r := by
  have hdet : IsUnit S.det := (Matrix.isUnit_iff_isUnit_det S).mp hS.isUnit
  have hy : S *ᵥ (S⁻¹ *ᵥ r) = r := by
    rw [Matrix.mulVec_mulVec, Matrix.mul_nonsing_inv _ hdet, Matrix.one_mulVec]
  have h := overlap_le hS.posSemidef x (S⁻¹ *ᵥ r)
  rw [← metricNorm_inv_mulVec hS, overlap, hy] at h
  exact h

end

end PairingLe
```

The compiler's answer:

```
Main.lean:72:2: error: Type mismatch
  h
has type
  (star x ⬝ᵥ r).re ≤ metricNorm S⁻¹ (S *ᵥ x) * metricNorm S (S⁻¹ *ᵥ r)
but is expected to have type
  (star x ⬝ᵥ r).re ≤ metricNorm S x * metricNorm S⁻¹ r
```

Diagnosis. The message says that `h`, after the rewrites, is a different inequality from the goal: the norm of `x` has been converted to the `S⁻¹` metric, and that of `S⁻¹ *ᵥ r` has not.

The reversed rewrite with `metricNorm_inv_mulVec hS` leaves the lemma's vector `y` open, so it looks for any term of the form `metricNorm S ?y`. It settled on `metricNorm S x`, which fixed `?y` as `x` and left the other factor alone. The later rewrites still succeeded, because `hy` could simplify `S *ᵥ (S⁻¹ *ᵥ r)` in the unfolded overlap, so the error appears only at `exact h`.

The repair supplies `S⁻¹ *ᵥ r` as the explicit argument. Now the second factor becomes `metricNorm S⁻¹ (S *ᵥ (S⁻¹ *ᵥ r))`, `hy` reduces the vector to `r` there as well as in the overlap, and `h` matches the goal.

Fix (accepted with no message):

```diff
@@ -69,5 +69,5 @@
     rw [Matrix.mulVec_mulVec, Matrix.mul_nonsing_inv _ hdet, Matrix.one_mulVec]
   have h := overlap_le hS.posSemidef x (S⁻¹ *ᵥ r)
-  rw [← metricNorm_inv_mulVec hS, overlap, hy] at h
+  rw [← metricNorm_inv_mulVec hS (S⁻¹ *ᵥ r), overlap, hy] at h
   exact h
 
```
